# The Fermi occupation of a level changes with the chemical potential at the rate βf(1 − f)

The Fermi function f = 1/(1 + exp(β(E − μ))) gives the occupation of a single level at energy E, with inverse temperature β and chemical potential μ. The theorem `occupation_hasDerivAt` states that, with β and E held fixed, the derivative of f with respect to μ is βf(1 − f). It holds for all real β, E and μ, with no condition on the sign of β. The proof differentiates the formula by the chain and quotient rules, then uses `linear_combination` to show that the derivative so obtained equals βf(1 − f).

Lean 4 with Mathlib refuses this proof:

```lean
import Mathlib

open Filter Topology

namespace ChemicalPotentialBisection

noncomputable section

/-- Fermi occupation of a pole at energy `E` for inverse temperature `β` and chemical
potential `μ`. -/
def occupation (β E μ : ℝ) : ℝ := 1 / (1 + Real.exp (β * (E - μ)))

/-- The occupation `f` of a pole changes with the chemical potential at the rate
`β f (1 - f)`. -/
theorem occupation_hasDerivAt (β E μ : ℝ) :
    HasDerivAt (occupation β E) (β * occupation β E μ * (1 - occupation β E μ)) μ := by
  have h1 : HasDerivAt (fun x : ℝ => β * (E - x)) (β * (-1)) μ :=
    ((hasDerivAt_id' μ).const_sub E).const_mul β
  have hpos : 1 + Real.exp (β * (E - μ)) ≠ 0 := by positivity
  have h2 := (hasDerivAt_const μ (1 : ℝ)).fun_div (h1.exp.const_add 1) hpos
  refine h2.congr_deriv ?_
  unfold occupation
  linear_combination β * (1 + Real.exp (β * (E - μ)))⁻¹ * mul_inv_cancel₀ hpos

end

end ChemicalPotentialBisection
```

The error:

```
Main.lean:23:2: error: ring failed, ring expressions not equal
β E μ : ℝ
h1 : HasDerivAt (fun x => β * (E - x)) (β * -1) μ
hpos : 1 + Real.exp (β * (E - μ)) ≠ 0
h2 :
  HasDerivAt (fun y => 1 / (1 + Real.exp (β * (E - y))))
    ((0 * (1 + Real.exp (β * (E - μ))) - 1 * (Real.exp (β * (E - μ)) * (β * -1))) / (1 + Real.exp (β * (E - μ))) ^ 2) μ
⊢ Real.exp (β * (E - μ)) * β * (1 + Real.exp (β * (E - μ)) * 2 + Real.exp (β * (E - μ)) ^ 2)⁻¹ -
      Real.exp (β * (E - μ)) * β * (1 + Real.exp (β * (E - μ)))⁻¹ ^ 2 =
    0
```

The message says that `ring`, which `linear_combination` calls to check the final identity, was left with two terms it could not cancel. They are equal, but they write the same factor differently.

The quotient rule puts `(1 + Real.exp (β * (E - μ))) ^ 2` in the denominator. `ring` multiplies out this square before inverting it, and then treats the inverse of the expanded sum as a new quantity. The other term contains `(1 + Real.exp (β * (E - μ)))⁻¹ ^ 2`, the square of an inverse. `ring` does not recognise the two as equal.

The added `simp only` line rewrites the goal before `ring` sees it. `div_eq_mul_inv` turns each division into multiplication by an inverse, and `← inv_pow` turns the inverse of the square into the square of the inverse. Only powers of `(1 + Real.exp (β * (E - μ)))⁻¹` then remain, and the unchanged `linear_combination` line closes the goal, using the fact that this inverse times `1 + Real.exp (β * (E - μ))` is 1.

As a diff, the version that Lean accepts:

```diff
@@ -21,4 +21,5 @@
   refine h2.congr_deriv ?_
   unfold occupation
+  simp only [div_eq_mul_inv, ← inv_pow]
   linear_combination β * (1 + Real.exp (β * (E - μ)))⁻¹ * mul_inv_cancel₀ hpos
 
```
